# The energy of an electron with equal amplitude on every site of a ring, with on-site self-interaction

The theorem `energy_uniform` concerns one electron on a ring of M ≥ 1 sites, with amplitude 1/√M on each site, so that the state is normalised. Its energy is −2t Re Σ ψ*(x)ψ(x+1) − (g/2) Σ |ψ(x)|⁴, where t is the strength of nearest-neighbour hopping and g that of an on-site self-interaction, attractive when g is positive. The theorem says that this energy equals −2t − g/(2M), for any real t and g. The proof applies `energy_of_constant`, which gives this value for any normalised state whose amplitudes are all equal. Normalisation comes from `block_normalized`, and the last line is meant to show that the amplitudes at any two sites x and y agree.

In Lean, a first try:

```lean
import Mathlib

open scoped ComplexConjugate

namespace EnergyUniform

noncomputable section

/-- The energy of a state on a ring of `M` sites: nearest-neighbour hopping of strength `t`
and an on-site self-interaction of strength `g`, attractive for positive `g`. -/
def energy {M : ℕ} [NeZero M] (t g : ℝ) (ψ : Fin M → ℂ) : ℝ :=
  -2 * t * (∑ x, conj (ψ x) * ψ (x + 1)).re - g / 2 * ∑ x, ‖ψ x‖ ^ 4

/-- The state holds exactly one electron. -/
def Normalized {M : ℕ} (ψ : Fin M → ℂ) : Prop := ∑ x, ‖ψ x‖ ^ 2 = 1

/-- The flat polaron: amplitude `1/√L` on the first `L` sites of the ring and zero elsewhere,
for `L ≥ 1`. -/
def block (M L : ℕ) : Fin M → ℂ :=
  fun x => if x.val < L then (((√(L : ℝ))⁻¹ : ℝ) : ℂ) else 0

/-- The uniform state, spread evenly over all `M ≥ 1` sites. -/
def uniform (M : ℕ) : Fin M → ℂ := block M M

/-- A quantity equal to `c` on the first `k` of `n` sites, and zero elsewhere, sums to `k c`
when `k ≤ n`. -/
theorem sum_head {R : Type*} [Semiring R] {n k : ℕ} (h : k ≤ n) (c : R) :
    ∑ i : Fin n, (if i.val < k then c else 0) = k * c := by
  rw [Fin.sum_univ_eq_sum_range (fun i => if i < k then c else 0) n, ← Finset.sum_filter]
  have hf : (Finset.range n).filter (fun i => i < k) = Finset.range k := by
    ext i
    simp only [Finset.mem_filter, Finset.mem_range]
    omega
  rw [hf, Finset.sum_const, Finset.card_range, nsmul_eq_mul]

/-- The density of the flat polaron is `1/L` on each of its `L ≥ 1` sites and zero elsewhere. -/
theorem block_density (M L : ℕ) (x : Fin M) :
    ‖block M L x‖ ^ 2 = if x.val < L then (L : ℝ)⁻¹ else 0 := by
  unfold block
  split_ifs
  · rw [Complex.norm_real, Real.norm_eq_abs, sq_abs, inv_pow, Real.sq_sqrt (Nat.cast_nonneg L)]
  · simp

/-- A flat polaron on at least one and at most `M` sites is normalised. -/
theorem block_normalized {M L : ℕ} (hL : 0 < L) (hLM : L ≤ M) : Normalized (block M L) := by
  unfold Normalized
  rw [Finset.sum_congr rfl (fun x _ => block_density M L x), sum_head hLM]
  exact mul_inv_cancel₀ (Nat.cast_ne_zero.mpr (by omega))

/-- For a normalised state the hopping energy is `-2t` plus `t` times the summed squared
differences between neighbouring amplitudes. -/
theorem energy_eq_gradient {M : ℕ} [NeZero M] (t g : ℝ) {ψ : Fin M → ℂ} (hψ : Normalized ψ) :
    energy t g ψ =
      -2 * t + t * ∑ x, ‖ψ (x + 1) - ψ x‖ ^ 2 - g / 2 * ∑ x, ‖ψ x‖ ^ 4 := by
  have hn : ∑ x, ‖ψ x‖ ^ 2 = 1 := hψ
  -- moving every site by one step leaves the norm unchanged
  have hshift : ∑ x, ‖ψ (x + 1)‖ ^ 2 = ∑ x, ‖ψ x‖ ^ 2 :=
    Equiv.sum_comp (Equiv.addRight (1 : Fin M)) (fun x => ‖ψ x‖ ^ 2)
  have hpt : ∀ x, ‖ψ (x + 1) - ψ x‖ ^ 2 =
      ‖ψ (x + 1)‖ ^ 2 + ‖ψ x‖ ^ 2 - 2 * (conj (ψ x) * ψ (x + 1)).re := by
    intro x
    simp only [← Complex.normSq_eq_norm_sq, Complex.normSq_apply, Complex.sub_re,
      Complex.sub_im, Complex.mul_re, Complex.conj_re, Complex.conj_im]
    ring
  have hsum : ∑ x, ‖ψ (x + 1) - ψ x‖ ^ 2 = 2 - 2 * (∑ x, conj (ψ x) * ψ (x + 1)).re := by
    rw [Finset.sum_congr rfl (fun x _ => hpt x), Finset.sum_sub_distrib,
      Finset.sum_add_distrib, hshift, hn, Complex.re_sum, Finset.mul_sum]
    ring
  unfold energy
  rw [hsum]
  ring

/-- A normalised state with the same amplitude on every site has energy `-2t - g/(2M)`. -/
theorem energy_of_constant {M : ℕ} [NeZero M] (t g : ℝ) {ψ : Fin M → ℂ} (hψ : Normalized ψ)
    (hc : ∀ x y, ψ x = ψ y) : energy t g ψ = -2 * t - g / (2 * M) := by
  rw [energy_eq_gradient t g hψ]
  obtain ⟨a, rfl⟩ : ∃ a, ψ = fun _ => a := ⟨ψ 0, funext fun x => hc x 0⟩
  have hM : (M : ℝ) ≠ 0 := Nat.cast_ne_zero.mpr (NeZero.ne M)
  have ha : (M : ℝ) * ‖a‖ ^ 2 = 1 := by simpa [Normalized] using hψ
  have h4 : (M : ℝ) * ‖a‖ ^ 4 = 1 / M := by
    rw [eq_div_iff hM]
    linear_combination ((M : ℝ) * ‖a‖ ^ 2 + 1) * ha
  simp only [sub_self, norm_zero, Finset.sum_const, Finset.card_univ, Fintype.card_fin,
    nsmul_eq_mul]
  rw [h4]
  ring

/-- The uniform state has energy `-2t - g/(2M)`. -/
theorem energy_uniform (M : ℕ) [NeZero M] (t g : ℝ) :
    energy t g (uniform M) = -2 * t - g / (2 * M) := by
  refine energy_of_constant t g (block_normalized (Nat.pos_of_ne_zero (NeZero.ne M)) le_rfl) ?_
  intro x y
  simp only [block, if_pos x.isLt, if_pos y.isLt]

end

end EnergyUniform
```

The compiler's answer:

```
Main.lean:93:2: error: `simp` made no progress
```

Diagnosis. The message says that `simp` found nothing to rewrite in the goal. At that point the goal is `uniform M x = uniform M y`. Although `uniform M` is defined as `block M M`, the word `block` does not appear in the goal, and `simp only` unfolds an ordinary definition like `uniform` only when it is told to. So `block` could not be unfolded, and without that there was no `if` for the two `if_pos` facts to simplify.

The repair adds `uniform` to the list. Now `simp only` turns each side into `block M M` at its site, and then into an `if` that asks whether the site's index is below M. The facts `x.isLt` and `y.isLt` say that it is, so both sides reduce to the same amplitude, 1/√M, and the goal closes.

Lean accepts the file once it reads:

```diff
@@ -91,5 +91,5 @@
   refine energy_of_constant t g (block_normalized (Nat.pos_of_ne_zero (NeZero.ne M)) le_rfl) ?_
   intro x y
-  simp only [block, if_pos x.isLt, if_pos y.isLt]
+  simp only [uniform, block, if_pos x.isLt, if_pos y.isLt]
 
 end
```
